# If $M+M^{\mathsf T}-A$ is positive definite, sweeps $x\mapsto x-M^{-1}Ax$ that tend to zero from every start imply that the symmetric matrix $A$ is positive definite

To ask whether converged sweeps over coupled induced dipoles have found a minimum of the energy, one must first choose what a sweep is: here it is a fixed linear map acting on the deviation from the stationary point. The answer is yes if the sweeps converge from every start and the map comes from a splitting that satisfies a positivity condition. For sweeps that update one component after another, the condition is that every diagonal entry of the energy matrix is positive.

## Dipoles relaxed one component at a time

Collect the components of the induced dipoles in a real vector $u$. In a linear-response model their energy is
$$E(u)=\tfrac12\,u\cdot Au-b\cdot u ,$$
where $b$ is the applied field and the symmetric matrix $A$ holds, for isotropic sites, the inverse polarizabilities on its diagonal and the dipole–dipole couplings elsewhere. If the couplings are too strong, $A$ is not positive definite and a stationary point of $E$ is not a strict minimum.

A sweep with an invertible matrix $M$ is the update $u\mapsto u+M^{-1}(b-Au)$. In a Gauss–Seidel sweep each component is reset in turn, using the values already updated, and $M$ is the lower triangle of $A$ with its diagonal.

Let $Au_*=b$ and write $u=u_*+x$. Then
$$x\mapsto Tx,\qquad T=1-M^{-1}A,\qquad E(u_*+x)=E(u_*)+\tfrac12\,x\cdot Ax .$$
The field has dropped out, and $u_*$ is a strict minimum exactly when $A$ is positive definite. Such a $u_*$ exists if $T^k\to0$: a vector with $Az=0$ has $Tz=z$, hence $z=T^kz\to0$, so $A$ is invertible.

For a finite set of dipoles with linear response, convergence of the sweeps from every start rules out an unstable polarization energy, provided that the positivity condition holds.

## What the theorem says

The main theorem is `posDef_of_splitting`. Let $A$ be a real symmetric matrix, $M$ invertible and $M+M^{\mathsf T}-A$ positive definite. If $T^k\to0$, then $A$ is positive definite.

- The finite type `n` labels the components, and `x : n → ℝ` is the deviation, not the dipole vector itself.
- `M : (Matrix n n ℝ)ˣ` is a matrix together with a genuine inverse. `iterationMatrix A M` is $T$, which is neither a temperature nor a kinetic energy.
- `Tendsto (fun k : ℕ => iterationMatrix A M ^ k) atTop (𝓝 0)` says that every entry of $T^k$ tends to zero.
- `x ⬝ᵥ A *ᵥ x` is $x\cdot Ax$, twice the energy above the stationary value. The name `energy_drop` refers to this doubled quantity.
- `PosDef` includes symmetry for real matrices, besides $x\cdot Ax>0$ for all $x\neq0$.

The condition on $M+M^{\mathsf T}-A$ guarantees that every sweep that moves the dipoles lowers the energy. It is assumed in the general theorem. In `posDef_of_gaussSeidel` it is derived from a positive diagonal, which says that each dipole component, taken alone, has a positive polarizability.

That theorem and `posDef_of_sweep` describe the sweep by the equation $MT=M-A$, without an inverse. In `lowerPart` the diagonal is included, whereas many textbooks write $L$ for the strictly lower triangle.

To apply the result to a calculation, one still has to establish that the powers of $T$ tend to zero, for instance by showing that some operator norm of $T$ is below 1. A single run whose deviation $x\neq0$ dies out gives less in general: by `form_pos_of_tendsto`, it shows $x\cdot Ax>0$ for that $x$, which need not make $A$ positive definite.

## Each sweep lowers the energy, and the limit is zero

Write $q(x)=x\cdot Ax$, $P=M+M^{\mathsf T}-A$ and $y=x-Tx$. From $MT=M-A$,
$$My=Mx-(M-A)x=Ax .$$
Since $A$ is symmetric,
$$q(Tx)=q(x-y)=q(x)-2\,y\cdot Ax+y\cdot Ay .$$
Here $2\,y\cdot Ax=2\,y\cdot My=y\cdot(M+M^{\mathsf T})y$, so
$$q(Tx)=q(x)-y\cdot Py .$$

Now let $x\neq0$ and $T^kx\to0$. The numbers $q(T^kx)$ never increase, because $P$ is positive definite, and they tend to $q(0)=0$, because $q$ is continuous. A nonincreasing sequence stays at or above its limit, so $q(Tx)\ge0$.

The first correction $y$ is not zero. Otherwise $Tx=x$, hence $T^kx=x$ for all $k$, and the limit would give $x=0$. Therefore
$$q(x)=q(Tx)+y\cdot Py>0 .$$
If $T^k\to0$ as matrices, then $T^kx\to0$ for every $x$, and $A$ is positive definite.

For Gauss–Seidel, $M_{ij}=A_{ij}$ if $j\le i$ and $M_{ij}=0$ otherwise. Below the diagonal, $P_{ij}=A_{ij}+0-A_{ij}=0$. Above it, $P_{ij}=0+A_{ji}-A_{ij}=0$. On it, $P_{ii}=2A_{ii}-A_{ii}=A_{ii}$. So $P$ is the diagonal of $A$, and it is positive definite if all $A_{ii}>0$.

## The same convergent sweep for $A$ and $-A$

Take
$$A=\begin{pmatrix}2&1\\1&2\end{pmatrix},\qquad M=\begin{pmatrix}2&0\\1&2\end{pmatrix},\qquad T=\begin{pmatrix}0&-\tfrac12\\0&\tfrac14\end{pmatrix}.$$
Direct multiplication gives $MT=M-A$ and $T^2=\tfrac14T$, so $T^{k+1}=4^{-k}T\to0$. All hypotheses of the Gauss–Seidel theorem are met.

Reversing the sign of $A$ also reverses $M$, and $T$ stays the same. The sweeps still converge, but the new matrix is negative definite, with the value $-2$ of the form at $x=(1,0)$, so they converge to a maximum. Its negative diagonal would mean negative polarizabilities, which atoms and molecules in their ground state do not have in a static electric field; it serves as a mathematical counterexample. Symmetry and convergence alone are thus not enough. A zero on the diagonal is excluded for a simpler reason: $M$ would not be invertible, and the Gauss–Seidel sweep would not be defined.

## The Lean file

```lean
import Mathlib

open Matrix Filter Topology

namespace SweepConverse

noncomputable section

variable {n : Type*} [Fintype n]


/-- A symmetric matrix couples two displacements reciprocally: `x·Az = z·Ax`. -/
theorem form_symm {A : Matrix n n ℝ} (hA : A.IsSymm) (x z : n → ℝ) :
    x ⬝ᵥ A *ᵥ z = z ⬝ᵥ A *ᵥ x := by
  rw [Matrix.dotProduct_mulVec, ← Matrix.mulVec_transpose, hA.eq]
  exact dotProduct_comm _ _

/-- For symmetric `A`, a sweep `T` with `M T = M - A` takes `x·Ax` to its old value minus the form
of `M + Mᵀ - A` evaluated on the correction `x - Tx`. -/
theorem energy_drop {A M T : Matrix n n ℝ} (hA : A.IsSymm) (hT : M * T = M - A)
    (x : n → ℝ) :
    (T *ᵥ x) ⬝ᵥ A *ᵥ (T *ᵥ x) =
      x ⬝ᵥ A *ᵥ x - (x - T *ᵥ x) ⬝ᵥ (M + Mᵀ - A) *ᵥ (x - T *ᵥ x) := by
  -- the correction solves `M y = A x`
  have h1 : M *ᵥ (x - T *ᵥ x) = A *ᵥ x := by
    rw [Matrix.mulVec_sub, Matrix.mulVec_mulVec, hT, Matrix.sub_mulVec, sub_sub_cancel]
  have h2 : (x - T *ᵥ x) ⬝ᵥ Mᵀ *ᵥ (x - T *ᵥ x) = (x - T *ᵥ x) ⬝ᵥ A *ᵥ x := by
    rw [Matrix.dotProduct_mulVec, Matrix.vecMul_transpose, h1]
    exact dotProduct_comm _ _
  have hs := form_symm hA x (T *ᵥ x)
  rw [Matrix.sub_mulVec, Matrix.add_mulVec, dotProduct_sub, dotProduct_add, h1, h2]
  simp only [Matrix.mulVec_sub, sub_dotProduct, dotProduct_sub]
  linear_combination hs

variable [DecidableEq n]

/-- Let `A` be symmetric, `M + Mᵀ - A` positive definite and `M T = M - A`. If the sweeps
started from one nonzero displacement `x` die out, then `x·Ax` is positive. -/
theorem form_pos_of_tendsto {A M T : Matrix n n ℝ} (hA : A.IsSymm)
    (hP : (M + Mᵀ - A).PosDef) (hT : M * T = M - A) {x : n → ℝ} (hx : x ≠ 0)
    (hlim : Tendsto (fun k : ℕ => T ^ k *ᵥ x) atTop (𝓝 0)) :
    0 < x ⬝ᵥ A *ᵥ x := by
  have hpos : ∀ y : n → ℝ, y ≠ 0 → 0 < y ⬝ᵥ (M + Mᵀ - A) *ᵥ y := fun y hy => by
    simpa using (Matrix.posDef_iff_dotProduct_mulVec.1 hP).2 hy
  have hstep : ∀ k : ℕ, T ^ (k + 1) *ᵥ x = T *ᵥ (T ^ k *ᵥ x) := fun k => by
    rw [pow_succ', Matrix.mulVec_mulVec]
  -- the form never increases along the sweeps and tends to zero
  have hanti : Antitone (fun k : ℕ => (T ^ k *ᵥ x) ⬝ᵥ A *ᵥ (T ^ k *ᵥ x)) := by
    refine antitone_nat_of_succ_le fun k => ?_
    rw [hstep, energy_drop hA hT]
    by_cases hy : T ^ k *ᵥ x - T *ᵥ (T ^ k *ᵥ x) = 0
    · exact le_of_eq (by rw [hy, zero_dotProduct, sub_zero])
    · linarith [hpos _ hy]
  have hcont : Continuous (fun v : n → ℝ => v ⬝ᵥ A *ᵥ v) := by
    simp only [dotProduct, Matrix.mulVec]
    fun_prop
  have hzero : Tendsto (fun k : ℕ => (T ^ k *ᵥ x) ⬝ᵥ A *ᵥ (T ^ k *ᵥ x)) atTop (𝓝 0) := by
    have h := (hcont.tendsto 0).comp hlim
    rw [zero_dotProduct] at h
    exact h
  have h1 : 0 ≤ (T *ᵥ x) ⬝ᵥ A *ᵥ (T *ᵥ x) := by
    have h := hanti.le_of_tendsto hzero 1
    simpa only [pow_one] using h
  -- the first drop is strict, since a fixed `x` could not die out
  have hne : x - T *ᵥ x ≠ 0 := by
    intro h0
    have hfix : ∀ k : ℕ, T ^ k *ᵥ x = x := by
      intro k
      induction k with
      | zero => simp
      | succ k ih => rw [hstep, ih, ← sub_eq_zero.1 h0]
    simp only [hfix] at hlim
    exact hx (tendsto_nhds_unique tendsto_const_nhds hlim)
  linarith [energy_drop hA hT x, hpos _ hne]

/-- Let `A` be symmetric and `M + Mᵀ - A` positive definite. If the powers of a sweep
matrix `T` with `M T = M - A` tend to zero, then `A` is positive definite. -/
theorem posDef_of_sweep {A M T : Matrix n n ℝ} (hA : A.IsSymm)
    (hP : (M + Mᵀ - A).PosDef) (hT : M * T = M - A)
    (hlim : Tendsto (fun k : ℕ => T ^ k) atTop (𝓝 0)) : A.PosDef := by
  refine Matrix.posDef_iff_dotProduct_mulVec.2 ⟨?_, fun x hx => ?_⟩
  · rw [Matrix.IsHermitian, Matrix.conjTranspose_eq_transpose_of_trivial]
    exact hA
  · have hc : Continuous (fun B : Matrix n n ℝ => B *ᵥ x) :=
      continuous_id.matrix_mulVec continuous_const
    have h := (hc.tendsto 0).comp hlim
    rw [Matrix.zero_mulVec] at h
    simpa using form_pos_of_tendsto hA hP hT hx h

/-- The iteration matrix `1 - M⁻¹A` of the splitting of `A` with invertible part `M`. -/
def iterationMatrix (A : Matrix n n ℝ) (M : (Matrix n n ℝ)ˣ) : Matrix n n ℝ :=
  1 - (↑M⁻¹ : Matrix n n ℝ) * A

/-- The iteration matrix `T = 1 - M⁻¹A` solves the sweep equation `M T = M - A`. -/
theorem mul_iterationMatrix (A : Matrix n n ℝ) (M : (Matrix n n ℝ)ˣ) :
    (M : Matrix n n ℝ) * iterationMatrix A M = M - A := by
  rw [iterationMatrix, mul_sub, mul_one, ← mul_assoc, Units.mul_inv, one_mul]

/-- Converse of the sweep criterion: let `A` be symmetric, `M` invertible and `M + Mᵀ - A`
positive definite. If the powers of `1 - M⁻¹A` tend to zero, then `A` is positive definite. -/
theorem posDef_of_splitting {A : Matrix n n ℝ} {M : (Matrix n n ℝ)ˣ} (hA : A.IsSymm)
    (hP : ((M : Matrix n n ℝ) + (M : Matrix n n ℝ)ᵀ - A).PosDef)
    (hlim : Tendsto (fun k : ℕ => iterationMatrix A M ^ k) atTop (𝓝 0)) : A.PosDef :=
  posDef_of_sweep hA hP (mul_iterationMatrix A M) hlim


/-- The lower triangle of `A`, diagonal included. -/
def lowerPart {N : ℕ} (A : Matrix (Fin N) (Fin N) ℝ) : Matrix (Fin N) (Fin N) ℝ :=
  Matrix.of fun i j => if j ≤ i then A i j else 0

/-- Let `A` be symmetric with positive diagonal and lower triangle `L`. If the powers of the
Gauss–Seidel matrix `T`, given by `L T = L - A`, tend to zero, then `A` is positive definite. -/
theorem posDef_of_gaussSeidel {N : ℕ} {A T : Matrix (Fin N) (Fin N) ℝ} (hA : A.IsSymm)
    (hdiag : ∀ i, 0 < A i i) (hT : lowerPart A * T = lowerPart A - A)
    (hlim : Tendsto (fun k : ℕ => T ^ k) atTop (𝓝 0)) : A.PosDef := by
  -- here `M + Mᵀ - A` is the diagonal of `A`
  have h : lowerPart A + (lowerPart A)ᵀ - A = Matrix.diagonal fun i => A i i := by
    ext i j
    have hij : A j i = A i j := hA.apply i j
    rcases lt_trichotomy i j with h | h | h
    · simp [lowerPart, h.le, not_le_of_gt h, h.ne, hij]
    · subst h
      simp [lowerPart]
    · simp [lowerPart, h.le, not_le_of_gt h, h.ne']
  refine posDef_of_sweep hA ?_ hT hlim
  rw [h]
  exact Matrix.PosDef.diagonal hdiag

/-- The two-site sweep matrix with rows `(0, -1/2)` and `(0, 1/4)`. -/
def pairSweep : Matrix (Fin 2) (Fin 2) ℝ := !![0, -1/2; 0, 1/4]

/-- The powers of the two-site sweep matrix tend to zero. -/
theorem pairSweep_tendsto : Tendsto (fun k : ℕ => pairSweep ^ k) atTop (𝓝 0) := by
  have hsq : pairSweep * pairSweep = (1 / 4 : ℝ) • pairSweep := by
    ext i j
    fin_cases i <;> fin_cases j <;>
      norm_num [pairSweep, Matrix.mul_apply, Fin.sum_univ_succ]
  have hpow : ∀ k : ℕ, pairSweep ^ (k + 1) = (1 / 4 : ℝ) ^ k • pairSweep := by
    intro k
    induction k with
    | zero => simp
    | succ k ih => rw [pow_succ, ih, smul_mul_assoc, hsq, smul_smul, ← pow_succ]
  refine (tendsto_add_atTop_iff_nat 1).1 ?_
  simp only [hpow]
  have h := (tendsto_pow_atTop_nhds_zero_of_lt_one (r := (1 / 4 : ℝ))
    (by norm_num) (by norm_num)).smul_const pairSweep
  rwa [zero_smul] at h

/-- The symmetric matrix with rows `(2, 1)` and `(1, 2)` has positive diagonal, and its
Gauss–Seidel matrix is the two-site sweep matrix, whose powers tend to zero. -/
theorem gaussSeidel_witness :
    (!![2, 1; 1, 2] : Matrix (Fin 2) (Fin 2) ℝ).IsSymm ∧
    (∀ i, 0 < (!![2, 1; 1, 2] : Matrix (Fin 2) (Fin 2) ℝ) i i) ∧
    lowerPart !![2, 1; 1, 2] * pairSweep = lowerPart !![2, 1; 1, 2] - !![2, 1; 1, 2] ∧
    Tendsto (fun k : ℕ => pairSweep ^ k) atTop (𝓝 0) := by
  refine ⟨?_, ?_, ?_, pairSweep_tendsto⟩
  · ext i j
    fin_cases i <;> fin_cases j <;> simp
  · intro i
    fin_cases i <;> simp
  · ext i j
    fin_cases i <;> fin_cases j <;>
      norm_num [lowerPart, pairSweep, Matrix.mul_apply, Fin.sum_univ_succ]

/-- The symmetric matrix with rows `(-2, -1)` and `(-1, -2)` has a Gauss–Seidel matrix whose
powers tend to zero, yet it is not positive definite. -/
theorem positive_diagonal_needed :
    (!![-2, -1; -1, -2] : Matrix (Fin 2) (Fin 2) ℝ).IsSymm ∧
    lowerPart !![-2, -1; -1, -2] * pairSweep =
      lowerPart !![-2, -1; -1, -2] - !![-2, -1; -1, -2] ∧
    Tendsto (fun k : ℕ => pairSweep ^ k) atTop (𝓝 0) ∧
    ¬ (!![-2, -1; -1, -2] : Matrix (Fin 2) (Fin 2) ℝ).PosDef := by
  refine ⟨?_, ?_, pairSweep_tendsto, fun h => ?_⟩
  · ext i j
    fin_cases i <;> fin_cases j <;> simp
  · ext i j
    fin_cases i <;> fin_cases j <;>
      norm_num [lowerPart, pairSweep, Matrix.mul_apply, Fin.sum_univ_succ]
  · have hne : (![1, 0] : Fin 2 → ℝ) ≠ 0 := fun h0 => by simpa using congrFun h0 0
    have h1 := (Matrix.posDef_iff_dotProduct_mulVec.1 h).2 hne
    norm_num [Matrix.mulVec, dotProduct, Fin.sum_univ_succ] at h1

end

end SweepConverse
```

```lean
#print axioms SweepConverse.posDef_of_sweep
#print axioms SweepConverse.posDef_of_splitting
#print axioms SweepConverse.posDef_of_gaussSeidel
#print axioms SweepConverse.positive_diagonal_needed
```

```
'SweepConverse.posDef_of_sweep' depends on axioms: [propext, Classical.choice, Quot.sound]
'SweepConverse.posDef_of_splitting' depends on axioms: [propext, Classical.choice, Quot.sound]
'SweepConverse.posDef_of_gaussSeidel' depends on axioms: [propext, Classical.choice, Quot.sound]
'SweepConverse.positive_diagonal_needed' depends on axioms: [propext, Classical.choice, Quot.sound]
```

## From the drop identity to the matrix theorem

`form_symm` is the reciprocity $x\cdot Az=z\cdot Ax$. In `energy_drop`, the step `h1` is $My=Ax$, and `h2` turns $y\cdot M^{\mathsf T}y$ into $y\cdot Ax$. After the products have been expanded, `linear_combination hs` closes the identity, with `hs` supplying the symmetry of the cross terms.

`form_pos_of_tendsto` contains the limiting argument. `hanti` states that $q(T^kx)$ does not increase. Its proof separates the case of a zero correction, because positive definiteness says something only about nonzero vectors. `hcont` and `hzero` give the limit $q(T^kx)\to0$, and `hanti.le_of_tendsto hzero 1` compares the term $k=1$ with that limit, which is $q(Tx)\ge0$. The induction inside `hne` shows that a fixed vector would remain $x$ forever, and uniqueness of limits then contradicts $x\neq0$. The final `linarith` adds the strict first drop to $q(Tx)\ge0$.

`posDef_of_sweep` passes from vectors to matrices. For fixed $x$ the map $B\mapsto Bx$ is continuous, so $T^k\to0$ gives $T^kx\to0$, and the previous theorem applies to each nonzero $x$. `mul_iterationMatrix` checks that $1-M^{-1}A$ solves $MT=M-A$, which makes `posDef_of_splitting` a direct application.

In `posDef_of_gaussSeidel`, `lt_trichotomy i j` produces the three cases above, on and below the diagonal. `Matrix.PosDef.diagonal` then turns the positive entries into the positive definiteness of $P$.

For the two-site example, `pairSweep_tendsto` proves $T^{k+1}=4^{-k}T$ by induction from $T^2=\tfrac14T$. `gaussSeidel_witness` checks the hypotheses for $A$, and `positive_diagonal_needed` evaluates the form of $-A$ on $(1,0)$ to refute positive definiteness.
